# The SU(2) one-instanton potential \(\kappa^2\operatorname{Im}(x\bar u)/(1+\kappa^2|x|^2)\) on \(\mathbb{R}^4\) has curvature \(\kappa^2(u\bar v-v\bar u)/(1+\kappa^2|x|^2)^2\)

**Q:** When I check a program for the non-Abelian Berry curvature of a doubly degenerate level over four parameters, I compare its output at each grid point with a closed expression for the instanton field. That expression contains no derivatives and no commutator. What exactly am I relying on?

**A:** On an identity between two ways of writing the same curvature. Write the four real parameters as a quaternion \(x\), with conjugate \(\bar x\), squared length \(|x|^2\), and real and imaginary parts \(\operatorname{Re}\) and \(\operatorname{Im}\). For a direction \(u\) in parameter space and a real number \(\kappa\), the potential of a single instanton centred at the origin, in a gauge that is regular everywhere, is

\[
A_u(x)=\frac{\kappa^2\operatorname{Im}(x\bar u)}{1+\kappa^2|x|^2}.
\]

Its curvature is \(F_{uv}=\partial_uA_v-\partial_vA_u+[A_u,A_v]\), where \(\partial_u\) is the derivative along \(u\). The claim is that

\[
F_{uv}(x)=\frac{\kappa^2(u\bar v-v\bar u)}{(1+\kappa^2|x|^2)^2}
\]

for all \(x\), \(u\), \(v\) and \(\kappa\). Textbooks usually give the size \(\rho=1/|\kappa|\) instead. At \(\kappa=0\) the potential vanishes and there is no size to speak of, but the identity still holds.

**Q:** My connection consists of anti-Hermitian \(2\times2\) matrices. Where are they?

**A:** Represent the quaternion units \(i,j,k\) by \(-\mathrm i\sigma_1,-\mathrm i\sigma_2,-\mathrm i\sigma_3\), with \(\sigma_a\) the Pauli matrices and \(\mathrm i\) the complex unit. Imaginary quaternions then become traceless anti-Hermitian matrices, and conjugation becomes the adjoint. A Hermitian Berry connection differs from this \(A\) by a factor \(\mathrm i\) or \(-\mathrm i\), depending on the convention. Components with respect to the generators \(-\mathrm i\sigma_a/2\) are twice those with respect to \(-\mathrm i\sigma_a\). Any coupling constant is absorbed into \(A\).

**Q:** And why should a degenerate level have this potential?

**A:** Take the doublet spanned by the two columns of

\[
\Psi(x)=\frac{1}{\sqrt{1+\kappa^2|x|^2}}\begin{pmatrix}1\\ \kappa X^\dagger\end{pmatrix},
\]

where \(X\) is the \(2\times2\) matrix of \(x\). The columns are orthonormal and span the lower, doubly degenerate level of the \(4\times4\) Hamiltonian \(-\Psi\Psi^\dagger\). Then \(\Psi^\dagger\partial_u\Psi=A_u\): the derivative of the normalisation removes the real part of \(x\bar u\). So the result bears on quantum mechanics as a reference curvature for this one four-parameter family of doublets, in this gauge. This link from states to potential is a calculation of ours; the Lean theorems start from the potential.

**Q:** Then show me the curvature calculation before any Lean.

**A:** Abbreviate

\[
x\bar u=a+P,\qquad x\bar v=b+Q,\qquad W=\operatorname{Im}(u\bar v),\qquad s=1+\kappa^2|x|^2,
\]

with \(a,b\) real and \(P,Q\) imaginary. First comes the commutator. Since \(\overline{x\bar u}\,x\bar v=u\bar x x\bar v=|x|^2u\bar v\), we have

\[
|x|^2u\bar v=(a-P)(b+Q)=ab+aQ-bP-PQ.
\]

The imaginary part of \(PQ\) is \(\tfrac12[P,Q]\). Taking imaginary parts therefore gives

\[
[P,Q]=2aQ-2bP-2|x|^2W.
\]

Next, move along the line \(x+tu\), with \(t\) real. The numerator and squared length become

\[
\operatorname{Im}((x+tu)\bar v)=Q+tW,\qquad |x+tu|^2=|x|^2+2at+t^2|u|^2.
\]

The product rule at \(t=0\) gives

\[
\partial_uA_v=\frac{\kappa^2}{s}W-\frac{2\kappa^4a}{s^2}Q.
\]

Exchanging \(u\) and \(v\) changes the sign of \(W\), because \(v\bar u\) is the conjugate of \(u\bar v\). Hence

\[
\partial_vA_u=-\frac{\kappa^2}{s}W-\frac{2\kappa^4b}{s^2}P,
\]
\[
\partial_uA_v-\partial_vA_u=\frac{2\kappa^2}{s}W-\frac{2\kappa^4}{s^2}(aQ-bP).
\]

The commutator of the potentials is

\[
[A_u,A_v]=\frac{\kappa^4}{s^2}\left(2aQ-2bP-2|x|^2W\right).
\]

In the sum, the \(P\) and \(Q\) terms cancel. What remains is

\[
F_{uv}=2\kappa^2W\,\frac{s-\kappa^2|x|^2}{s^2}=\frac{2\kappa^2W}{s^2},
\]

and \(2W=u\bar v-v\bar u\).

**Q:** Give me numbers, at a point where the commutator matters.

**A:** Take \(\kappa=1\), \(x=1+j\), \(u=1\) and \(v=i\). Then \(s=3\), \(a=1\), \(b=0\), \(P=j\), \(Q=-i+k\) and \(W=-i\). The three contributions are

\[
\partial_uA_v=\frac{-i-2k}{9},\qquad \partial_vA_u=\frac{i}{3},\qquad [A_u,A_v]=\frac{2i+2k}{9}.
\]

The derivatives alone give \((-4i-2k)/9\). Adding the commutator gives \(-2i/9\), which agrees with the closed expression \((-i-i)/3^2\).

**Q:** Now the Lean version. I suspect that the imaginary part and the potential have been set up to make the answer come out.

**A:** You can read both definitions directly. The imaginary part is called `vec`; it is still a quaternion, with its real component set to zero.

```lean
import Mathlib

open Quaternion

namespace InstantonConnection

noncomputable section

/-- The imaginary (vector) part of a quaternion. -/
def vec (q : Quaternion ℝ) : Quaternion ℝ := ⟨0, q.imI, q.imJ, q.imK⟩

/-- The imaginary part has zero real component and keeps the other three components. -/
theorem vec_coords (q : Quaternion ℝ) :
    (vec q).re = 0 ∧ (vec q).imI = q.imI ∧ (vec q).imJ = q.imJ ∧ (vec q).imK = q.imK :=
  ⟨rfl, rfl, rfl, rfl⟩
```

The lemma `vec_coords` records the four components for later simplification. The potential is the formula above: `star u` is \(\bar u\), `normSq x` is \(|x|^2\), and `•` multiplies a quaternion by a real number.

```lean
/-- The component along the direction `u` of the instanton potential with inverse size `|κ|`,
`A_u(x) = κ² Im(x ū) / (1 + κ²|x|²)`. -/
def potential (κ : ℝ) (u x : Quaternion ℝ) : Quaternion ℝ :=
  (κ ^ 2 / (1 + κ ^ 2 * normSq x)) • vec (x * star u)
```

**Q:** A closed formula could also have been smuggled in as the definition of the curvature.

**A:** It was not. The definition contains two derivatives and a quaternion commutator:

```lean
/-- The curvature `F_uv = ∂_u A_v - ∂_v A_u + [A_u, A_v]` of the instanton potential. -/
def curvature (κ : ℝ) (u v x : Quaternion ℝ) : Quaternion ℝ :=
  lineDeriv ℝ (potential κ v) x u - lineDeriv ℝ (potential κ u) x v
    + (potential κ u x * potential κ v x - potential κ v x * potential κ u x)
```

Here `lineDeriv ℝ (potential κ v) x u` is \(\partial_uA_v(x)\), the derivative of \(A_v(x+tu)\) at \(t=0\). The component label \(v\) stays fixed during differentiation. Neither direction needs unit length, and both may be zero.

**Q:** My formulas have coordinate indices, not arbitrary directions.

**A:** For those you insert the unit vectors `e 0`, `e 1`, `e 2`, `e 3`, which are \(1,i,j,k\). The index starts at zero, and the real part of \(x\) is coordinate zero.

```lean
/-- The basis `1, i, j, k` of the quaternions, regarded as the coordinate axes of `ℝ⁴`. -/
def e (a : Fin 4) : Quaternion ℝ :=
  ⟨![1, 0, 0, 0] a, ![0, 1, 0, 0] a, ![0, 0, 1, 0] a, ![0, 0, 0, 1] a⟩

/-- The four real coordinates of the basis quaternions. -/
theorem e_coords (a : Fin 4) :
    (e a).re = ![1, 0, 0, 0] a ∧ (e a).imI = ![0, 1, 0, 0] a ∧
    (e a).imJ = ![0, 0, 1, 0] a ∧ (e a).imK = ![0, 0, 0, 1] a :=
  ⟨rfl, rfl, rfl, rfl⟩
```

For every \(\kappa\), `curvature κ (e a) (e b) x` is \(\partial_aA_b-\partial_bA_a+[A_a,A_b]\) in Cartesian coordinates. Here \(a\) and \(b\) label coordinate axes; they are not the real parts \(a\) and \(b\) of the hand calculation.

**Q:** Which part of your derivation comes first in the proof?

**A:** The commutator identity. In the abbreviations above, the next lemma says \([P,Q]=2aQ-2bP-2|x|^2W\).

```lean
/-- The commutator of `Im(x ū)` and `Im(x v̄)` is a combination of these two vectors
and of `Im(u v̄)`. -/
theorem commutator_vec (x u v : Quaternion ℝ) :
    vec (x * star u) * vec (x * star v) - vec (x * star v) * vec (x * star u)
      = (2 * (x * star u).re) • vec (x * star v) - (2 * (x * star v).re) • vec (x * star u)
        - (2 * normSq x) • vec (u * star v) := by
  ext <;> simp [vec_coords, Quaternion.normSq_def'] <;> ring
```

The route differs from mine. I multiplied \(\overline{x\bar u}\) by \(x\bar v\); Lean splits the equation into its four real components with `ext`, expands them, and lets `ring` verify the resulting polynomial identities.

**Q:** And the derivatives? Lean's `lineDeriv` returns zero where no derivative exists, so an equation for it could be empty.

**A:** That is why the next lemma uses `HasLineDerivAt`, which says that the derivative exists and has the displayed value.

```lean
/-- The potential component `A_v` has a derivative along every direction `u`: one term comes
from the numerator `Im(x v̄)` and one from the denominator `1 + κ²|x|²`. -/
theorem hasLineDerivAt_potential (κ : ℝ) (u v x : Quaternion ℝ) :
    HasLineDerivAt ℝ (potential κ v)
      ((κ ^ 2 / (1 + κ ^ 2 * normSq x)) • vec (u * star v)
        - (2 * κ ^ 4 * (x * star u).re / (1 + κ ^ 2 * normSq x) ^ 2) • vec (x * star v)) x u := by
  have hN : 0 ≤ normSq x := Quaternion.normSq_nonneg
  have hs : 1 + κ ^ 2 * normSq x ≠ 0 := by positivity
  -- along the line the numerator is affine and the squared norm is quadratic
  have hvec : ∀ t : ℝ, vec ((x + t • u) * star v)
      = vec (x * star v) + t • vec (u * star v) := by
    intro t
    ext <;> simp [vec_coords] <;> ring
  have hsq : ∀ t : ℝ, normSq (x + t • u)
      = normSq x + (t * (2 * (x * star u).re) + t ^ 2 * normSq u) := by
    intro t
    simp only [Quaternion.normSq_def']
    simp
    ring
  have hid : HasDerivAt (fun t : ℝ => t) 1 0 := hasDerivAt_id' 0
  have hd : HasDerivAt (fun t : ℝ => 1 + κ ^ 2 *
      (normSq x + (t * (2 * (x * star u).re) + t ^ 2 * normSq u)))
      (κ ^ 2 * (2 * (x * star u).re)) 0 := by
    refine HasDerivAt.congr_deriv (((((hid.mul_const (2 * (x * star u).re)).fun_add
      ((hid.fun_pow 2).mul_const (normSq u))).const_add (normSq x)).const_mul
      (κ ^ 2)).const_add 1) ?_
    norm_num
  have hc : HasDerivAt (fun t : ℝ => κ ^ 2 / (1 + κ ^ 2 *
      (normSq x + (t * (2 * (x * star u).re) + t ^ 2 * normSq u))))
      (-(2 * κ ^ 4 * (x * star u).re / (1 + κ ^ 2 * normSq x) ^ 2)) 0 := by
    refine HasDerivAt.congr_deriv
      ((hasDerivAt_const (0 : ℝ) (κ ^ 2)).fun_div hd (by simpa using hs)) ?_
    ring
  have hf : HasDerivAt (fun t : ℝ => vec (x * star v) + t • vec (u * star v))
      ((1 : ℝ) • vec (u * star v)) 0 :=
    (hid.smul_const (vec (u * star v))).const_add (vec (x * star v))
  -- product rule for the scalar profile times the quaternion numerator
  unfold HasLineDerivAt
  simp only [potential, hvec, hsq]
  refine HasDerivAt.congr_deriv (hc.smul hf) ?_
  module
```

The steps match the calculation along \(x+tu\). `hvec` is the affine numerator \(Q+tW\), and `hsq` is the quadratic squared length. `hd` differentiates the denominator, `hc` the scalar factor \(\kappa^2/s\), and `hf` the numerator. The product rule `hc.smul hf` combines them, and `module` collects the terms. Division is safe everywhere because \(s\ge1\); in Lean, `hs` supplies \(s\ne0\).

**Q:** So the main theorem should now be the cancellation.

**A:** Yes. It has no hypotheses beyond the types of its variables: a real `κ` and three quaternions.

```lean
/-- The curvature of the instanton potential is
`F_uv(x) = κ² (u v̄ - v ū) / (1 + κ²|x|²)²` at every point of `ℝ⁴` and for all directions
`u`, `v`. -/
theorem curvature_eq (κ : ℝ) (u v x : Quaternion ℝ) :
    curvature κ u v x
      = (κ ^ 2 / (1 + κ ^ 2 * normSq x) ^ 2) • (u * star v - v * star u) := by
  have hN : 0 ≤ normSq x := Quaternion.normSq_nonneg
  have hs : 1 + κ ^ 2 * normSq x ≠ 0 := by positivity
  have hanti : vec (v * star u) = -vec (u * star v) := by
    ext <;> simp [vec_coords] <;> ring
  have htwo : u * star v - v * star u = (2 : ℝ) • vec (u * star v) := by
    ext <;> simp [vec_coords] <;> ring
  rw [curvature, (hasLineDerivAt_potential κ u v x).lineDeriv,
    (hasLineDerivAt_potential κ v u x).lineDeriv, hanti, htwo]
  simp only [potential, smul_mul_smul_comm]
  -- the commutator cancels the terms along `Im(x ū)` and `Im(x v̄)`
  rw [← smul_sub, commutator_vec]
  match_scalars <;> field_simp <;> ring
```

`hanti` is the sign change \(\operatorname{Im}(v\bar u)=-W\), and `htwo` is \(u\bar v-v\bar u=2W\). After the derivatives and the commutator identity have been inserted, `match_scalars` compares the coefficients of \(P\), \(Q\) and \(W\) separately. The comparisons for \(P\) and \(Q\) are the cancellations, and the one for \(W\) is \(s-\kappa^2|x|^2=1\) in disguise. `field_simp` clears the denominators and `ring` finishes.

**Q:** You keep saying "instanton". For me that means a self-dual field of finite action with a topological charge.

**A:** Self-duality is proved, in the orientation given by the order \(1,i,j,k\):

```lean
/-- In the oriented basis `1, i, j, k` the curvature is self-dual:
`F₀₁ = F₂₃`, `F₀₂ = F₃₁` and `F₀₃ = F₁₂`. -/
theorem curvature_selfDual (κ : ℝ) (x : Quaternion ℝ) :
    curvature κ (e 0) (e 1) x = curvature κ (e 2) (e 3) x ∧
    curvature κ (e 0) (e 2) x = curvature κ (e 3) (e 1) x ∧
    curvature κ (e 0) (e 3) x = curvature κ (e 1) (e 2) x := by
  simp only [curvature_eq]
  refine ⟨?_, ?_, ?_⟩ <;> congr 1 <;> ext <;> simp [e_coords]
```

By hand, the numerators \(e_a\bar e_b-e_b\bar e_a\) for the index pairs \(01\) and \(23\) are both \(-2i\). For \(02\) and \(31\) they are \(-2j\), and for \(03\) and \(12\) they are \(-2k\). The common factor \(\kappa^2/s^2\) does not affect the comparison. Lean does the same: it rewrites all six curvatures with `curvature_eq`, removes the common factor with `congr 1`, and compares components. The remaining orderings follow from \(F_{ab}=-F_{ba}\), which is visible in the definition.

**Q:** And the action?

**A:** You get its local profile, without the integral over \(\mathbb R^4\):

```lean
/-- The squared field strength, summed over all ordered pairs of coordinate axes, is
`48 κ⁴ / (1 + κ²|x|²)⁴`. -/
theorem sum_normSq_curvature (κ : ℝ) (x : Quaternion ℝ) :
    ∑ a, ∑ b, normSq (curvature κ (e a) (e b) x)
      = 48 * κ ^ 4 / (1 + κ ^ 2 * normSq x) ^ 4 := by
  -- each of the twelve pairs of distinct axes contributes four
  have h : ∑ a, ∑ b, normSq (e a * star (e b) - e b * star (e a)) = 48 := by
    simp only [Fin.sum_univ_four, Quaternion.normSq_def']
    simp [e_coords]
    norm_num
  simp only [curvature_eq, Quaternion.normSq_smul, ← Finset.mul_sum]
  rw [h, div_pow]
  ring

end

end InstantonConnection
```

The sum runs over ordered pairs, so \((a,b)\) and \((b,a)\) both count. The four diagonal terms vanish. Each of the other twelve numerators has squared length \(4\), which gives \(48\), and squaring \(\kappa^2/s^2\) gives \(\kappa^4/s^4\). In the proof, `h` establishes the number \(48\) from components, and `Quaternion.normSq_smul` squares the scalar factor. In matrix language, the squared length of an imaginary quaternion \(q\) is \(-\tfrac12\operatorname{tr}q^2\). At the point of our example the sum is \(48/81=16/27\).

```lean
#print axioms InstantonConnection.hasLineDerivAt_potential
#print axioms InstantonConnection.curvature_selfDual
#print axioms InstantonConnection.sum_normSq_curvature
```

```
'InstantonConnection.hasLineDerivAt_potential' depends on axioms: [propext, Classical.choice, Quot.sound]
'InstantonConnection.curvature_selfDual' depends on axioms: [propext, Classical.choice, Quot.sound]
'InstantonConnection.sum_normSq_curvature' depends on axioms: [propext, Classical.choice, Quot.sound]
```

**Q:** So what may I not conclude from this for my own bands?

**A:** Neither the total action nor the topological charge is computed, and the Yang–Mills equation is not stated. The potential is centred at the origin and written in one gauge that is regular on all of \(\mathbb R^4\). In another gauge the curvature matrices are conjugated by the gauge transformation, so compare \(F\) entry by entry only after matching frames; the summed squared length can be compared directly. For a band structure on a four-dimensional torus, or a doublet with a different dependence on its parameters, you would first have to derive the connection. On a region where that connection is this one, the theorem gives you its curvature directly; where it is this one in another gauge, you must also conjugate by the gauge transformation.
